# The Lieb–Wu formula gives the half-filled Hubbard chain a positive charge gap for every U > 0, exponentially small at weak coupling

Try to find the charge gap of a weakly repulsive half-filled Hubbard chain as a power series in the repulsion \(U\), and every coefficient comes out zero. Reading this as a metal at small \(U\) would be wrong. A finite chain can mislead too, because its level spacing, of order \(t/L\) for hopping \(t\) and \(L\) sites, easily hides an exponentially small gap. If the gap is given by the Lieb–Wu formula, both its positivity and its weak-coupling form follow from one integral.

```lean
import Mathlib

open MeasureTheory Set Filter
open scoped Real Topology

namespace LiebWuGap

noncomputable section
```

## The gap as an integral

For \(s>0\), the integrand is

\[
f_s(y)=\frac{\sqrt{y^2-1}}{\sinh(sy)},\qquad y>1.
\]

```lean
/-- The integrand `√(y² - 1) / sinh (s y)` of the Lieb-Wu gap formula, used for `s > 0`, `y > 1`. -/
def gapIntegrand (s y : ℝ) : ℝ := √(y ^ 2 - 1) / Real.sinh (s * y)
```

Its integral over the open half-line is \(F(s)=\int_1^\infty f_s(y)\,dy\). In Lean, `Ioi 1` is the set \(y>1\).

```lean
/-- The gap integral `F(s)`, taken over `y > 1`, for `s > 0`. -/
def gapIntegral (s : ℝ) : ℝ := ∫ y in Ioi (1 : ℝ), gapIntegrand s y
```

The gap is then

\[
\Delta(t,U)=\frac{16t^2}{U}\,F\!\left(\frac{2\pi t}{U}\right).
\]

It stands for the jump in chemical potential at half filling, \(E(L+1)+E(L-1)-2E(L)\), where \(E(M)\) is the ground-state energy with \(M\) electrons and \(L\) is the number of sites, in the limit of an infinite chain with nearest-neighbour hopping \(t\) and on-site energy \(U\) per doubly occupied site. `chargeGap` takes this formula as a definition. The file contains no Hamiltonian and does not derive the formula from the Bethe ansatz.

```lean
/-- The Lieb-Wu charge gap of the half-filled Hubbard chain with hopping `t > 0` and
on-site repulsion `U > 0`. -/
def chargeGap (t U : ℝ) : ℝ := 16 * t ^ 2 / U * gapIntegral (2 * π * t / U)
```

## Convergence and positivity

If \(x\ge a>0\), then \(e^{-x}\le e^{-2a}e^x\), so

\[
\sinh x\ge c\,e^x,\qquad c=\tfrac12(1-e^{-2a})>0.
\]

```lean
/-- For each `a > 0`, `sinh` is bounded below on `x ≥ a` by a positive multiple of the exponential.
-/
theorem sinh_lower_bound {a : ℝ} (ha : 0 < a) :
    ∃ c : ℝ, 0 < c ∧ ∀ x, a ≤ x → c * Real.exp x ≤ Real.sinh x := by
  refine ⟨(1 - Real.exp (-2 * a)) / 2, ?_, fun x hx => ?_⟩
  · have : Real.exp (-2 * a) < 1 := Real.exp_lt_one_iff.mpr (by linarith)
    linarith
  · have h : Real.exp (-x) ≤ Real.exp (-2 * a) * Real.exp x := by
      rw [← Real.exp_add]
      exact Real.exp_le_exp.mpr (by linarith)
    rw [Real.sinh_eq]
    nlinarith [h]
```

Take \(a=s\), which is allowed because \(sy\ge s\). From \(1+u\le e^u\) with \(u=sy/2\) we get \(\sqrt{y^2-1}\le y\le \frac2s e^{sy/2}\), and hence

\[
0\le f_s(y)\le \frac{2}{sc}\,e^{-sy/2}.
\]

The right side is integrable. `Integrable.mono'` makes the comparison, and the final `calc` block is this chain of inequalities.

```lean
/-- The gap integral converges for every `s > 0`. -/
theorem gapIntegrand_integrableOn {s : ℝ} (hs : 0 < s) :
    IntegrableOn (gapIntegrand s) (Ioi 1) := by
  obtain ⟨c, hc, hsinh⟩ := sinh_lower_bound hs
  have h1 : Continuous (fun y : ℝ => √(y ^ 2 - 1)) := by fun_prop
  have h2 : Continuous (fun y : ℝ => Real.sinh (s * y)) :=
    Real.continuous_sinh.comp (continuous_const.mul continuous_id)
  refine Integrable.mono' ((exp_neg_integrableOn_Ioi 1 (half_pos hs)).const_mul (2 / (s * c)))
    (h1.measurable.div h2.measurable).aestronglyMeasurable ?_
  filter_upwards [ae_restrict_mem measurableSet_Ioi] with y hy
  have hy1 : 1 < y := hy
  have hb := hsinh (s * y) (by nlinarith)
  have hpos : 0 < c * Real.exp (s * y) := mul_pos hc (Real.exp_pos _)
  have hroot : √(y ^ 2 - 1) ≤ y := Real.sqrt_le_iff.mpr ⟨by linarith, by linarith⟩
  have hlin : y ≤ 2 / s * Real.exp (s / 2 * y) := by
    have := Real.add_one_le_exp (s / 2 * y)
    rw [div_mul_eq_mul_div, le_div_iff₀ hs]
    linarith
  have e1 : Real.exp (s * y) = Real.exp (s / 2 * y) * Real.exp (s / 2 * y) := by
    rw [← Real.exp_add]
    congr 1
    ring
  have e2 : Real.exp (-(s / 2) * y) = (Real.exp (s / 2 * y))⁻¹ := by
    rw [neg_mul, Real.exp_neg]
  calc ‖gapIntegrand s y‖ = √(y ^ 2 - 1) / Real.sinh (s * y) :=
        Real.norm_of_nonneg (div_nonneg (Real.sqrt_nonneg _) (hpos.le.trans hb))
    _ ≤ (2 / s * Real.exp (s / 2 * y)) / (c * Real.exp (s * y)) :=
        div_le_div₀ (by positivity) (hroot.trans hlin) hpos hb
    _ = 2 / (s * c) * Real.exp (-(s / 2) * y) := by
        have hE := Real.exp_ne_zero (s / 2 * y)
        rw [e1, e2]
        generalize Real.exp (s / 2 * y) = E at hE ⊢
        field_simp
```

For \(y>1\) both the root and the hyperbolic sine are positive, so the integrand is positive on a set of nonzero measure and \(F(s)>0\). The proof needs the convergence just shown, since Lean assigns the value 0 to a divergent integral.

```lean
/-- The gap integral is strictly positive for every `s > 0`. -/
theorem gapIntegral_pos {s : ℝ} (hs : 0 < s) : 0 < gapIntegral s := by
  have hpos : ∀ y ∈ Ioi (1 : ℝ), 0 < gapIntegrand s y := fun y hy => by
    have hy1 : 1 < y := hy
    exact div_pos (Real.sqrt_pos.mpr (by nlinarith))
      (Real.sinh_pos_iff.mpr (mul_pos hs (by linarith)))
  have hnn : 0 ≤ᵐ[volume.restrict (Ioi (1 : ℝ))] gapIntegrand s := by
    filter_upwards [ae_restrict_mem measurableSet_Ioi] with y hy
    exact (hpos y hy).le
  rw [gapIntegral, setIntegral_pos_iff_support_of_nonneg_ae hnn (gapIntegrand_integrableOn hs)]
  have hsub : Ioi (1 : ℝ) ⊆ Function.support (gapIntegrand s) ∩ Ioi 1 :=
    fun y hy => ⟨(hpos y hy).ne', hy⟩
  exact lt_of_lt_of_le (by simp [Real.volume_Ioi]) (measure_mono hsub)
```

## Magnifying the lower edge

For large \(s\) the integral is dominated by \(y\) near 1. Put \(y=1+x/s\), so that \(dy=dx/s\) and

\[
y^2-1=\frac1s\left(2x+\frac{x^2}{s}\right).
\]

The root supplies \(s^{-1/2}\) and the measure \(s^{-1}\), which gives

\[
s^{3/2}e^sF(s)=\int_0^\infty\sqrt{2x+\frac{x^2}{s}}\;\frac{e^s}{\sinh(s+x)}\,dx .
\]

Lean performs the substitution as a translation followed by a scaling.

```lean
/-- Magnifying the lower edge by `y = 1 + x/s` expresses the rescaled gap integral as an
integral over `x > 0`. -/
theorem gapIntegral_edge {s : ℝ} (hs : 0 < s) :
    s ^ (3 / 2 : ℝ) * Real.exp s * gapIntegral s =
      ∫ x in Ioi (0 : ℝ), √(2 * x + x ^ 2 / s) * (Real.exp s / Real.sinh (s + x)) := by
  have hss : s * s⁻¹ = 1 := mul_inv_cancel₀ hs.ne'
  -- shift the edge to the origin, then stretch by `s`
  have h1 := (measurePreserving_add_right volume (1 : ℝ)).setIntegral_preimage_emb
    (measurableEmbedding_addRight 1) (gapIntegrand s) (Ioi 1)
  have hp : (fun x : ℝ => x + 1) ⁻¹' Ioi 1 = Ioi 0 := by
    ext x
    simp
  rw [hp] at h1
  have h2 := integral_comp_mul_left_Ioi (fun x => gapIntegrand s (x + 1)) 0 (inv_pos.mpr hs)
  rw [mul_zero, inv_inv, smul_eq_mul, h1] at h2
  have h3 : s ^ (3 / 2 : ℝ) = s * √s := by
    rw [show (3 / 2 : ℝ) = 1 + 1 / 2 by norm_num, Real.rpow_add hs, Real.rpow_one,
      ← Real.sqrt_eq_rpow]
  have h4 : s ^ (3 / 2 : ℝ) * Real.exp s * gapIntegral s =
      √s * Real.exp s * ∫ x in Ioi (0 : ℝ), gapIntegrand s (s⁻¹ * x + 1) := by
    rw [h2, h3, gapIntegral]
    ring
  rw [h4, ← integral_const_mul]
  refine setIntegral_congr_fun measurableSet_Ioi (fun x _ => ?_)
  have harg : s * (s⁻¹ * x + 1) = s + x := by linear_combination x * hss
  have hroot : √s * √((s⁻¹ * x + 1) ^ 2 - 1) = √(2 * x + x ^ 2 / s) := by
    rw [← Real.sqrt_mul hs.le]
    congr 1
    linear_combination (s⁻¹ * x ^ 2 + 2 * x) * hss
  simp only [gapIntegrand]
  rw [harg, ← hroot]
  ring
```

This is also a good form for numerical work. At small \(U\), direct evaluation of \(\sinh(sy)\) overflows. Writing the ratio as \(2e^{-x}/(1-e^{-2(s+x)})\), with `expm1` for the denominator, avoids this, and \(x=u^2\) removes the square-root behaviour at the endpoint. With \(I(s)\) for the integral on the right, code can return

\[
\ln\frac{\Delta}{t}=\ln\frac{16t}{U}-s-\tfrac32\ln s+\ln I(s),\qquad s=\frac{2\pi t}{U},
\]

which stays finite where \(\Delta\) itself underflows.

## The large-s limit

Letting \(s\to\infty\) inside the integral leaves

\[
\int_0^\infty\sqrt{2x}\,2e^{-x}\,dx=2\sqrt2\,\Gamma(\tfrac32)=2\sqrt2\cdot\frac{\sqrt\pi}{2}=\sqrt{2\pi}.
\]

```lean
/-- The limiting edge integral equals `√(2π)`. -/
theorem edge_integral :
    ∫ x in Ioi (0 : ℝ), √(2 * x) * (2 * Real.exp (-x)) = √(2 * π) := by
  have h := Real.Gamma_eq_integral (show (0 : ℝ) < 1 / 2 + 1 by norm_num)
  rw [Real.Gamma_add_one (by norm_num), Real.Gamma_one_half_eq, add_sub_cancel_right] at h
  simp only [← Real.sqrt_eq_rpow] at h
  calc ∫ x in Ioi (0 : ℝ), √(2 * x) * (2 * Real.exp (-x))
      = ∫ x in Ioi (0 : ℝ), (2 * √2) * (Real.exp (-x) * √x) := by
        refine setIntegral_congr_fun measurableSet_Ioi (fun x _ => ?_)
        simp only [Real.sqrt_mul (show (0 : ℝ) ≤ 2 by norm_num)]
        ring
    _ = √(2 * π) := by
        rw [integral_const_mul, ← h, Real.sqrt_mul (show (0 : ℝ) ≤ 2 by norm_num)]
        ring
```

To justify the exchange, note first that pointwise

\[
\frac{e^s}{\sinh(s+x)}=\frac{2}{e^x-e^{-x}e^{-2s}}\longrightarrow 2e^{-x}.
\]

For \(s\ge1\) the root is at most \(1+x\le 2e^{x/2}\), and the bound on \(\sinh\) with \(a=1\) makes the ratio at most \(e^{-x}/c\). The integrand therefore stays below \(\frac2c e^{-x/2}\), independently of \(s\), and dominated convergence gives

\[
s^{3/2}e^sF(s)\to\sqrt{2\pi}.
\]

In the proof, the first bullet passes to the edge form of the integral, and the other three are measurability, this majorant and the pointwise limit.

```lean
/-- For large `s` the gap integral obeys `s^(3/2) e^s F(s) → √(2π)`. -/
theorem gapIntegral_asymptotics :
    Tendsto (fun s : ℝ => s ^ (3 / 2 : ℝ) * Real.exp s * gapIntegral s) atTop
      (𝓝 √(2 * π)) := by
  obtain ⟨c, hc, hsinh⟩ := sinh_lower_bound one_pos
  rw [← edge_integral]
  refine Tendsto.congr' (f₁ := fun s : ℝ => ∫ x in Ioi (0 : ℝ),
    √(2 * x + x ^ 2 / s) * (Real.exp s / Real.sinh (s + x))) ?_ ?_
  · filter_upwards [eventually_gt_atTop 0] with s hs
    exact (gapIntegral_edge hs).symm
  refine tendsto_integral_filter_of_dominated_convergence
    (fun x => 2 / c * Real.exp (-(1 / 2) * x)) ?_ ?_
    ((exp_neg_integrableOn_Ioi 0 (by norm_num)).const_mul _) ?_
  · refine Eventually.of_forall (fun s => ?_)
    have h1 : Continuous (fun x : ℝ => √(2 * x + x ^ 2 / s)) := by fun_prop
    have h2 : Continuous (fun x : ℝ => Real.sinh (s + x)) :=
      Real.continuous_sinh.comp (continuous_const.add continuous_id)
    exact (h1.measurable.mul (measurable_const.div h2.measurable)).aestronglyMeasurable
  · -- an exponential majorant, uniform in `s ≥ 1`
    filter_upwards [eventually_ge_atTop 1] with s hs
    filter_upwards [ae_restrict_mem measurableSet_Ioi] with x hx
    have hx0 : 0 < x := hx
    have hb := hsinh (s + x) (by linarith)
    have hpos : 0 < c * Real.exp (s + x) := mul_pos hc (Real.exp_pos _)
    have hq : x ^ 2 / s ≤ x ^ 2 := div_le_self (sq_nonneg x) hs
    have hroot : √(2 * x + x ^ 2 / s) ≤ 1 + x :=
      Real.sqrt_le_iff.mpr ⟨by linarith, by nlinarith⟩
    have hlin := Real.add_one_le_exp (1 / 2 * x)
    have hfrac : 0 ≤ Real.exp s / Real.sinh (s + x) :=
      div_nonneg (Real.exp_pos s).le (hpos.le.trans hb)
    have e1 : Real.exp (s + x) =
        Real.exp s * (Real.exp (1 / 2 * x) * Real.exp (1 / 2 * x)) := by
      rw [← Real.exp_add, ← Real.exp_add]
      congr 1
      ring
    have e2 : Real.exp (-(1 / 2) * x) = (Real.exp (1 / 2 * x))⁻¹ := by
      rw [neg_mul, Real.exp_neg]
    calc ‖√(2 * x + x ^ 2 / s) * (Real.exp s / Real.sinh (s + x))‖
        = √(2 * x + x ^ 2 / s) * (Real.exp s / Real.sinh (s + x)) :=
          Real.norm_of_nonneg (mul_nonneg (Real.sqrt_nonneg _) hfrac)
      _ ≤ (2 * Real.exp (1 / 2 * x)) * (Real.exp s / (c * Real.exp (s + x))) :=
          mul_le_mul (by linarith) (div_le_div₀ (Real.exp_pos s).le le_rfl hpos hb) hfrac
            (by positivity)
      _ = 2 / c * Real.exp (-(1 / 2) * x) := by
          have hE := Real.exp_ne_zero (1 / 2 * x)
          have hA := Real.exp_ne_zero s
          rw [e1, e2]
          generalize Real.exp (1 / 2 * x) = E at hE ⊢
          generalize Real.exp s = A at hA ⊢
          field_simp
  · refine Eventually.of_forall (fun x => ?_)
    have hroot : Tendsto (fun s : ℝ => √(2 * x + x ^ 2 / s)) atTop (𝓝 √(2 * x)) := by
      have h : Tendsto (fun s : ℝ => 2 * x + x ^ 2 / s) atTop (𝓝 (2 * x + 0)) :=
        tendsto_const_nhds.add (tendsto_const_nhds.div_atTop tendsto_id)
      rw [add_zero] at h
      exact (Real.continuous_sqrt.tendsto _).comp h
    have hfrac : ∀ s : ℝ, Real.exp s / Real.sinh (s + x) =
        2 / (Real.exp x - Real.exp (-x) * Real.exp (-s) ^ 2) := fun s => by
      have hAB : Real.exp s * Real.exp (-s) = 1 := by
        rw [← Real.exp_add, add_neg_cancel, Real.exp_zero]
      have h : Real.sinh (s + x) =
          Real.exp s * ((Real.exp x - Real.exp (-x) * Real.exp (-s) ^ 2) / 2) := by
        rw [Real.sinh_eq, neg_add, Real.exp_add, Real.exp_add]
        linear_combination (Real.exp (-x) * Real.exp (-s) / 2) * hAB
      rw [h, ← div_div, div_self (Real.exp_ne_zero s), one_div_div]
    have hlim : Tendsto (fun s : ℝ => Real.exp s / Real.sinh (s + x)) atTop
        (𝓝 (2 * Real.exp (-x))) := by
      have h0 : Tendsto (fun s : ℝ => Real.exp (-s)) atTop (𝓝 0) :=
        Real.tendsto_exp_neg_atTop_nhds_zero
      have h := (tendsto_const_nhds (x := (2 : ℝ))).div
        ((tendsto_const_nhds (x := Real.exp x)).sub ((h0.pow 2).const_mul (Real.exp (-x))))
        (by simp [Real.exp_ne_zero])
      have hval : 2 / (Real.exp x - Real.exp (-x) * 0 ^ 2) = 2 * Real.exp (-x) := by
        rw [Real.exp_neg]
        simp [div_eq_mul_inv]
      rw [hval] at h
      exact h.congr (fun s => (hfrac s).symm)
    exact hroot.mul hlim
```

The same argument handles the modified Bessel function \(K_1(s)=s\int_1^\infty\sqrt{y^2-1}\,e^{-sy}\,dy\). Replacing \(1/\sinh(sy)\) by \(2e^{-sy}\) leaves the limiting integral unchanged, so \(\sqrt s\,e^sK_1(s)\to\sqrt{\pi/2}\); this limit is a remark with no theorem in the file.

## From the integral to the gap

For \(t,U>0\) the prefactor \(16t^2/U\) and the argument \(2\pi t/U\) are positive, so \(\Delta(t,U)>0\). Within this one-dimensional model at half filling, the formula leaves no interval of small repulsion without a charge gap. It says nothing about spin excitations, which stay gapless in the infinite chain.

```lean
/-- The charge gap is strictly positive for every repulsion `U > 0`. -/
theorem chargeGap_pos {t U : ℝ} (ht : 0 < t) (hU : 0 < U) : 0 < chargeGap t U :=
  mul_pos (by positivity) (gapIntegral_pos (by positivity))
```

At fixed \(t>0\), weak coupling is the large-\(s\) regime: \(s=2\pi t/U\to\infty\) as \(U\downarrow0\). The filter `𝓝[>] 0` expresses the approach from above.

```lean
/-- The parameter `2πt/U` grows without bound as `U` decreases to zero. -/
theorem tendsto_parameter {t : ℝ} (ht : 0 < t) :
    Tendsto (fun U : ℝ => 2 * π * t / U) (𝓝[>] 0) atTop := by
  have h := tendsto_inv_nhdsGT_zero (𝕜 := ℝ).const_mul_atTop (show 0 < 2 * π * t by positivity)
  simpa only [div_eq_mul_inv] using h
```

Since \(\sqrt s=\sqrt{2\pi}\,t/\sqrt{tU}\), the prefactors collect to a constant:

\[
\frac{\Delta\,e^{2\pi t/U}}{\sqrt{tU}}
=\frac{16t^2}{U}\,\frac{U}{2\pi t}\,\frac{1}{\sqrt{2\pi}\,t}\;s^{3/2}e^sF(s)
=\frac{8}{\pi\sqrt{2\pi}}\;s^{3/2}e^sF(s)\longrightarrow\frac8\pi .
\]

Thus \(\Delta\sim\frac8\pi\sqrt{tU}\,e^{-2\pi t/U}\), and \(t=1\) gives the limit in units of the hopping. In the proof, `hroot` is the identity for \(\sqrt s\), and `field_simp` and `ring` collect the factors. The theorem gives the leading behaviour, without an error bound at finite \(U\).

```lean
/-- Weak-coupling law of the Lieb-Wu gap: `Δ exp(2πt/U) / √(tU) → 8/π` as `U` decreases
to zero. -/
theorem chargeGap_weak_coupling {t : ℝ} (ht : 0 < t) :
    Tendsto (fun U : ℝ => chargeGap t U * Real.exp (2 * π * t / U) / √(t * U)) (𝓝[>] 0)
      (𝓝 (8 / π)) := by
  have hR : √(2 * π) ≠ 0 := (Real.sqrt_pos.mpr (by positivity)).ne'
  have h := (gapIntegral_asymptotics.comp (tendsto_parameter ht)).const_mul (8 / (π * √(2 * π)))
  have hval : 8 / (π * √(2 * π)) * √(2 * π) = 8 / π := by
    rw [← div_div, div_mul_cancel₀ _ hR]
  rw [hval] at h
  refine h.congr' ?_
  filter_upwards [self_mem_nhdsWithin] with U hU
  have hU0 : 0 < U := hU
  have hs : 0 < 2 * π * t / U := by positivity
  have hQ : √(t * U) ≠ 0 := (Real.sqrt_pos.mpr (by positivity)).ne'
  have h3 : (2 * π * t / U) ^ (3 / 2 : ℝ) = 2 * π * t / U * √(2 * π * t / U) := by
    rw [show (3 / 2 : ℝ) = 1 + 1 / 2 by norm_num, Real.rpow_add hs, Real.rpow_one,
      ← Real.sqrt_eq_rpow]
  have hroot : √(2 * π * t / U) = √(2 * π) * t / √(t * U) := by
    rw [eq_div_iff hQ, ← Real.sqrt_mul hs.le,
      show 2 * π * t / U * (t * U) = 2 * π * t ^ 2 by field_simp,
      Real.sqrt_mul (by positivity), Real.sqrt_sq ht.le]
  simp only [Function.comp_apply, chargeGap]
  rw [h3, hroot]
  have hpi := Real.pi_ne_zero
  generalize Real.exp (2 * π * t / U) = E
  generalize gapIntegral (2 * π * t / U) = F
  generalize √(2 * π) = R at hR ⊢
  generalize √(t * U) = Q at hQ ⊢
  field_simp
  ring
```

## Smaller than every power of U

For each natural number \(n\), again with \(s=2\pi t/U\),

\[
\frac{\Delta}{U^n}=\frac{\Delta\,e^s}{\sqrt{tU}}\;\sqrt{tU}\;\bigl(s^ne^{-s}\bigr)\,(2\pi t)^{-n}.
\]

The first factor tends to \(8/\pi\), the next two tend to zero, and the last is constant. Hence \(\Delta/U^n\to0\), which is why the power series in the opening has only zero coefficients. The case \(n=0\) says that the gap itself closes as \(U\downarrow0\). The proof multiplies these four limits and then checks the identity for \(U>0\).

```lean
/-- As `U` decreases to zero, the charge gap vanishes faster than every power of `U`. -/
theorem chargeGap_beyond_all_orders {t : ℝ} (ht : 0 < t) (n : ℕ) :
    Tendsto (fun U : ℝ => chargeGap t U / U ^ n) (𝓝[>] 0) (𝓝 0) := by
  have hc : Continuous (fun U : ℝ => √(t * U)) := by fun_prop
  have h1 : Tendsto (fun U : ℝ => √(t * U)) (𝓝[>] 0) (𝓝 0) :=
    (hc.tendsto' 0 0 (by simp)).mono_left nhdsWithin_le_nhds
  have h2 := (Real.tendsto_pow_mul_exp_neg_atTop_nhds_zero n).comp (tendsto_parameter ht)
  have h := (((chargeGap_weak_coupling ht).mul h1).mul h2).mul_const ((2 * π * t) ^ n)⁻¹
  simp only [mul_zero, zero_mul] at h
  refine h.congr' ?_
  filter_upwards [self_mem_nhdsWithin] with U hU
  have hU0 : 0 < U := hU
  have hQ : √(t * U) ≠ 0 := (Real.sqrt_pos.mpr (by positivity)).ne'
  have hP : (2 * π * t) ^ n ≠ 0 := by positivity
  have hV : U ^ n ≠ 0 := by positivity
  have hE := Real.exp_ne_zero (2 * π * t / U)
  simp only [Function.comp_apply]
  rw [Real.exp_neg, div_pow]
  generalize Real.exp (2 * π * t / U) = E at hE ⊢
  generalize (2 * π * t) ^ n = P at hP ⊢
  generalize U ^ n = V at hV ⊢
  generalize √(t * U) = Q at hQ ⊢
  generalize chargeGap t U = D
  field_simp

end

end LiebWuGap
```

```lean
#print axioms LiebWuGap.chargeGap_pos
#print axioms LiebWuGap.chargeGap_weak_coupling
#print axioms LiebWuGap.chargeGap_beyond_all_orders
```

```
'LiebWuGap.chargeGap_pos' depends on axioms: [propext, Classical.choice, Quot.sound]
'LiebWuGap.chargeGap_weak_coupling' depends on axioms: [propext, Classical.choice, Quot.sound]
'LiebWuGap.chargeGap_beyond_all_orders' depends on axioms: [propext, Classical.choice, Quot.sound]
```
